# In a product of four-site ±1 spin rings, the four-spin correlation on every rectangle along two axes is 1

The model is a finite periodic cell of `4 ^ d` sites, where each site carries the product of `d` ring spins, one per axis, and each ring has spins +1, +1, +1, −1. The theorem `quasirandomCell_rectangle` takes two different axes and any displacements `u` and `v` along them, zero included. It says that the product of the spins at the four corners of the resulting rectangle, averaged over all sites of the cell, is exactly 1. The attempt applies the general result `product_rectangle`, which leaves it to show that on each axis at least one of the two displacements vanishes, and it splits on whether the axis is `i`.

In Lean, a first try:

```lean
import Mathlib

open Finset

namespace QuasirandomProductCell

noncomputable section

/-- The average of a site function over all sites of a finite periodic cell. -/
def siteAverage {G : Type*} [Fintype G] (f : G → ℝ) : ℝ :=
  (∑ x, f x) / (Fintype.card G : ℝ)

/-- The decoration of a multidimensional cell by a product of one factor per axis. -/
def productDecoration {ι : Type*} [Fintype ι] {G : ι → Type*}
    (τ : ∀ i, G i → ℝ) (x : ∀ i, G i) : ℝ :=
  ∏ i, τ i (x i)

/-- The four-site ring with spins `+1, +1, +1, -1`. -/
def ringSpin (x : ZMod 4) : ℝ := if x = 3 then -1 else 1

/-- The product of four-site rings along `d` axes, a cell with `4 ^ d` sites. -/
def quasirandomCell (d : ℕ) (x : Fin d → ZMod 4) : ℝ := ∏ i, ringSpin (x i)

/-- The average of the constant 1 over a nonempty cell is 1. -/
lemma siteAverage_one {G : Type*} [Fintype G] [Nonempty G] :
    siteAverage (fun _ : G => (1 : ℝ)) = 1 := by
  have h : (Fintype.card G : ℝ) ≠ 0 := Nat.cast_ne_zero.mpr Fintype.card_ne_zero
  unfold siteAverage
  rw [Finset.sum_const, Finset.card_univ, nsmul_eq_mul, mul_one, div_self h]

section Product

variable {ι : Type*} [Fintype ι] [DecidableEq ι] {G : ι → Type*} [∀ i, Fintype (G i)]

variable [∀ i, AddCommGroup (G i)]

/-- In a product of spin decorations, the four-site correlation on a parallelogram whose two
edges displace disjoint sets of axes equals 1. -/
theorem product_rectangle (τ : ∀ i, G i → ℝ) (hτ : ∀ i y, τ i y ^ 2 = 1)
    (a b : ∀ i, G i) (hab : ∀ i, a i = 0 ∨ b i = 0) :
    siteAverage (fun x => productDecoration τ x * productDecoration τ (x + a) *
      productDecoration τ (x + b) * productDecoration τ (x + a + b)) = 1 := by
  have key : ∀ x, productDecoration τ x * productDecoration τ (x + a) *
      productDecoration τ (x + b) * productDecoration τ (x + a + b) = 1 := by
    intro x
    simp only [productDecoration, ← Finset.prod_mul_distrib]
    apply Finset.prod_eq_one
    intro i _
    -- on every axis the four factors form two equal pairs
    rcases hab i with h | h
    · simp only [Pi.add_apply, h, add_zero]
      linear_combination (τ i (x i + b i)) ^ 2 * hτ i (x i) + hτ i (x i + b i)
    · simp only [Pi.add_apply, h, add_zero]
      linear_combination (τ i (x i + a i)) ^ 2 * hτ i (x i) + hτ i (x i + a i)
  have : Nonempty (∀ i, G i) := ⟨0⟩
  simp only [key]
  exact siteAverage_one

end Product

/-- Every site of the four-site ring carries a spin of square 1. -/
lemma ringSpin_sq (x : ZMod 4) : ringSpin x ^ 2 = 1 := by
  unfold ringSpin
  split_ifs <;> norm_num

/-- In the product cell, the four-site correlation on every rectangle with sides along two
different axes equals 1. -/
theorem quasirandomCell_rectangle {d : ℕ} {i j : Fin d} (hij : i ≠ j) (u v : ZMod 4) :
    siteAverage (fun x : Fin d → ZMod 4 =>
      quasirandomCell d x * quasirandomCell d (x + Pi.single i u) *
      quasirandomCell d (x + Pi.single j v) *
      quasirandomCell d (x + Pi.single i u + Pi.single j v)) = 1 := by
  refine product_rectangle (fun _ : Fin d => ringSpin) (fun _ => ringSpin_sq)
    (Pi.single i u) (Pi.single j v) ?_
  intro k
  by_cases hk : k = i
  · subst hk
    exact Or.inr (Pi.single_eq_of_ne hij v)
  · exact Or.inl (Pi.single_eq_of_ne hk u)

end

end QuasirandomProductCell
```

Lean reports:

```
Main.lean:78:17: error: Application type mismatch: The argument
  Pi.single_eq_of_ne hij ?m.143
has type
  Pi.single j ?m.143 k = 0
but is expected to have type
  Pi.single j v k = 0
in the application
  Or.inr (Pi.single_eq_of_ne hij ?m.143)
Main.lean:79:17: error: Application type mismatch: The argument
  Pi.single_eq_of_ne hk ?m.153
has type
  Pi.single i ?m.153 k = 0
but is expected to have type
  Pi.single i u k = 0
in the application
  Or.inl (Pi.single_eq_of_ne hk ?m.153)
```

Diagnosis. Both errors concern the same true fact, that `Pi.single` is zero away from its own axis. In each branch `Pi.single_eq_of_ne` gives an equation that looks like the goal, but with an undetermined value (`?m.143`, `?m.153`) where `v` or `u` should stand, and Lean could not match the two. `Pi.single` also has implicit arguments, including the family of types and its zeros. The messages don't print these, so they don't show which part blocked the match.

The repair no longer uses that lemma. It states the condition first, as `h`, with both displacements explicitly typed `Fin d → ZMod 4`. `Pi.single_apply` then rewrites each entry as an if-expression, and `if_neg` selects the zero. When `k = i`, the required `k ≠ j` is built from `hk` and `hij`. This replaces `subst`, which was not at fault. The finished `h` is then passed to `product_rectangle`, where the two underscores let Lean infer the displacements. The added comment is mere tidying.

This version goes through:

```diff
@@ -71,11 +71,14 @@
       quasirandomCell d (x + Pi.single j v) *
       quasirandomCell d (x + Pi.single i u + Pi.single j v)) = 1 := by
-  refine product_rectangle (fun _ : Fin d => ringSpin) (fun _ => ringSpin_sq)
-    (Pi.single i u) (Pi.single j v) ?_
-  intro k
-  by_cases hk : k = i
-  · subst hk
-    exact Or.inr (Pi.single_eq_of_ne hij v)
-  · exact Or.inl (Pi.single_eq_of_ne hk u)
+  -- no axis is displaced by both edges
+  have h : ∀ k, (Pi.single i u : Fin d → ZMod 4) k = 0 ∨
+      (Pi.single j v : Fin d → ZMod 4) k = 0 := by
+    intro k
+    by_cases hk : k = i
+    · right
+      rw [Pi.single_apply, if_neg (fun h => hij (hk.symm.trans h))]
+    · left
+      rw [Pi.single_apply, if_neg hk]
+  exact product_rectangle (fun _ : Fin d => ringSpin) (fun _ => ringSpin_sq) _ _ h
 
 end
```
